# The azimuthal integral of the quartic cubic harmonic over a horizontal circle

The quartic cubic harmonic x⁴ + y⁴ + z⁴ − (3/5)r⁴ is a polynomial with the symmetry of a cube. The theorem `ring_integral` gives its integral over the azimuth, from 0 to 2π, on a horizontal circle of radius p centred at (a, b, w). The result is 2π times the sum of the harmonic's value at the centre, a term in p² that depends on the centre, and (3/20)p⁴. The integral is taken over angle, not arc length, and is not divided by 2π; a, b, w and p are any real numbers. The attempt writes down an explicit antiderivative, checks its derivative, and takes the difference of its values at the two endpoints.

As first written in Lean, the proof fails:

```lean
import Mathlib

open Real

namespace MakovPayneQuartic

noncomputable section

/-- The quartic cubic harmonic `x⁴ + y⁴ + z⁴ - (3/5) r⁴`. -/
def K4 (u : Fin 3 → ℝ) : ℝ :=
  u 0 ^ 4 + u 1 ^ 4 + u 2 ^ 4 - 3 / 5 * (u 0 ^ 2 + u 1 ^ 2 + u 2 ^ 2) ^ 2

/-- `K4` written in Cartesian components. -/
lemma K4_vec (x y z : ℝ) :
    K4 ![x, y, z] = x ^ 4 + y ^ 4 + z ^ 4 - 3 / 5 * (x ^ 2 + y ^ 2 + z ^ 2) ^ 2 := rfl

/-- The integral of `K4` over the azimuth on a horizontal circle of radius `p`
centred at `(a, b, w)`. -/
theorem ring_integral (a b w p : ℝ) :
    ∫ φ in (0 : ℝ)..(2 * π), K4 ![a + p * cos φ, b + p * sin φ, w] =
      2 * π * (K4 ![a, b, w] + (3 / 5 * (a ^ 2 + b ^ 2) - 6 / 5 * w ^ 2) * p ^ 2
        + 3 / 20 * p ^ 4) := by
  -- an explicit antiderivative: the mean times φ plus a periodic part
  have key : ∀ φ : ℝ, HasDerivAt (fun φ : ℝ =>
      (K4 ![a, b, w] + (3 / 5 * (a ^ 2 + b ^ 2) - 6 / 5 * w ^ 2) * p ^ 2
        + 3 / 20 * p ^ 4) * φ
      + (p * (8 / 5 * a ^ 3 - 12 / 5 * a * b ^ 2 - 12 / 5 * a * w ^ 2)
        + 8 / 5 * a * p ^ 3) * sin φ
      + (-(p * (8 / 5 * b ^ 3 - 12 / 5 * a ^ 2 * b - 12 / 5 * b * w ^ 2)
        + 8 / 5 * b * p ^ 3)) * cos φ
      + (9 / 5 * p ^ 2 * (a ^ 2 - b ^ 2)) * (sin φ * cos φ)
      + (-(12 / 5) * a * b * p ^ 2) * (sin φ * sin φ)
      + (-(4 / 3) * a * p ^ 3) * (sin φ * sin φ * sin φ)
      + (4 / 3 * b * p ^ 3) * (cos φ * cos φ * cos φ)
      + (1 / 4 * p ^ 4) * (sin φ * cos φ * (cos φ * cos φ - sin φ * sin φ)))
      (K4 ![a + p * cos φ, b + p * sin φ, w]) φ := by
    intro φ
    have hS := Real.hasDerivAt_sin φ
    have hC := Real.hasDerivAt_cos φ
    have hSS := hS.fun_mul hS
    have hCC := hC.fun_mul hC
    have hSC := hS.fun_mul hC
    refine HasDerivAt.congr_deriv
      ((((((((hasDerivAt_id' φ).const_mul _).fun_add (hS.const_mul _)).fun_add
        (hC.const_mul _)).fun_add (hSC.const_mul _)).fun_add (hSS.const_mul _)).fun_add
        ((hSS.fun_mul hS).const_mul _)).fun_add ((hCC.fun_mul hC).const_mul _)).fun_add
        ((hSC.fun_mul (hCC.fun_sub hSS)).const_mul _)) ?_
    simp only [K4_vec]
    linear_combination (-((3 / 5 * (a ^ 2 + b ^ 2) - 6 / 5 * w ^ 2) * p ^ 2
      + 8 / 5 * p ^ 3 * (a * cos φ + b * sin φ)
      + 3 / 20 * p ^ 4 * (cos φ ^ 2 + sin φ ^ 2 + 1))) * Real.sin_sq_add_cos_sq φ
  have hcont : Continuous fun φ : ℝ => K4 ![a + p * cos φ, b + p * sin φ, w] := by
    simp only [K4_vec]
    fun_prop
  rw [intervalIntegral.integral_eq_sub_of_hasDerivAt (fun φ _ => key φ)
    (hcont.intervalIntegrable _ _)]
  simp only [Real.sin_two_pi, Real.cos_two_pi, Real.sin_zero, Real.cos_zero]
  ring

end

end MakovPayneQuartic
```

Messages:

```
Main.lean:44:6: error: Application type mismatch: The argument
  HasDerivAt.fun_add
    (HasDerivAt.fun_add
      (HasDerivAt.fun_add
        (HasDerivAt.fun_add
          (HasDerivAt.fun_add
            (HasDerivAt.fun_add
              (HasDerivAt.fun_add (HasDerivAt.const_mul ?m.1376 (hasDerivAt_id' φ)) (HasDerivAt.const_mul ?m.1395 hS))
              (HasDerivAt.const_mul ?m.1414 hC))
            (HasDerivAt.const_mul ?m.1433 hSC))
          (HasDerivAt.const_mul ?m.1452 hSS))
        (HasDerivAt.const_mul ?m.1481 (HasDerivAt.fun_mul hSS hS)))
      (HasDerivAt.const_mul ?m.1510 (HasDerivAt.fun_mul hCC hC)))
has type
  HasDerivAt ?m.1517 ?m.1519 φ →
    HasDerivAt
      (fun i =>
        ?m.1376 * i + ?m.1395 * sin i + ?m.1414 * cos i + ?m.1433 * (sin i * cos i) + ?m.1452 * (sin i * sin i) +
              ?m.1481 * (sin i * sin i * sin i) +
            ?m.1510 * (cos i * cos i * cos i) +
          ?m.1517 i)
      (?m.1376 * 1 + ?m.1395 * cos φ + ?m.1414 * -sin φ + ?m.1433 * (cos φ * cos φ + sin φ * -sin φ) +
              ?m.1452 * (cos φ * sin φ + sin φ * cos φ) +
            ?m.1481 * ((cos φ * sin φ + sin φ * cos φ) * sin φ + sin φ * sin φ * cos φ) +
          ?m.1510 * ((-sin φ * cos φ + cos φ * -sin φ) * cos φ + cos φ * cos φ * -sin φ) +
        ?m.1519)
      φ
but is expected to have type
  HasDerivAt
    (fun φ =>
      (K4 ![a, b, w] + (3 / 5 * (a ^ 2 + b ^ 2) - 6 / 5 * w ^ 2) * p ^ 2 + 3 / 20 * p ^ 4) * φ +
                    (p * (8 / 5 * a ^ 3 - 12 / 5 * a * b ^ 2 - 12 / 5 * a * w ^ 2) + 8 / 5 * a * p ^ 3) * sin φ +
                  -(p * (8 / 5 * b ^ 3 - 12 / 5 * a ^ 2 * b - 12 / 5 * b * w ^ 2) + 8 / 5 * b * p ^ 3) * cos φ +
                9 / 5 * p ^ 2 * (a ^ 2 - b ^ 2) * (sin φ * cos φ) +
              -(12 / 5) * a * b * p ^ 2 * (sin φ * sin φ) +
            -(4 / 3) * a * p ^ 3 * (sin φ * sin φ * sin φ) +
          4 / 3 * b * p ^ 3 * (cos φ * cos φ * cos φ) +
        1 / 4 * p ^ 4 * (sin φ * cos φ * (cos φ * cos φ - sin φ * sin φ)))
    ?m.1363 φ
in the application
  HasDerivAt.congr_deriv
    (HasDerivAt.fun_add
      (HasDerivAt.fun_add
        (HasDerivAt.fun_add
          (HasDerivAt.fun_add
            (HasDerivAt.fun_add
              (HasDerivAt.fun_add
                (HasDerivAt.fun_add (HasDerivAt.const_mul ?m.1376 (hasDerivAt_id' φ)) (HasDerivAt.const_mul ?m.1395 hS))
                (HasDerivAt.const_mul ?m.1414 hC))
              (HasDerivAt.const_mul ?m.1433 hSC))
            (HasDerivAt.const_mul ?m.1452 hSS))
          (HasDerivAt.const_mul ?m.1481 (HasDerivAt.fun_mul hSS hS)))
        (HasDerivAt.const_mul ?m.1510 (HasDerivAt.fun_mul hCC hC))))
Main.lean:22:29: error: unsolved goals
a b w p : ℝ
key :
  ∀ (φ : ℝ),
    HasDerivAt
      (fun φ =>
        (K4 ![a, b, w] + (3 / 5 * (a ^ 2 + b ^ 2) - 6 / 5 * w ^ 2) * p ^ 2 + 3 / 20 * p ^ 4) * φ +
                      (p * (8 / 5 * a ^ 3 - 12 / 5 * a * b ^ 2 - 12 / 5 * a * w ^ 2) + 8 / 5 * a * p ^ 3) * sin φ +
                    -(p * (8 / 5 * b ^ 3 - 12 / 5 * a ^ 2 * b - 12 / 5 * b * w ^ 2) + 8 / 5 * b * p ^ 3) * cos φ +
                  9 / 5 * p ^ 2 * (a ^ 2 - b ^ 2) * (sin φ * cos φ) +
                -(12 / 5) * a * b * p ^ 2 * (sin φ * sin φ) +
              -(4 / 3) * a * p ^ 3 * (sin φ * sin φ * sin φ) +
            4 / 3 * b * p ^ 3 * (cos φ * cos φ * cos φ) +
          1 / 4 * p ^ 4 * (sin φ * cos φ * (cos φ * cos φ - sin φ * sin φ)))
      (K4 ![a + p * cos φ, b + p * sin φ, w]) φ
⊢ ∫ (φ : ℝ) in 0..2 * π, K4 ![a + p * cos φ, b + p * sin φ, w] =
    2 * π * (K4 ![a, b, w] + (3 / 5 * (a ^ 2 + b ^ 2) - 6 / 5 * w ^ 2) * p ^ 2 + 3 / 20 * p ^ 4)
Main.lean:47:53: error: unexpected token ')'; expected command
```

Cause. The term passed to `HasDerivAt.congr_deriv` is one opening parenthesis short. The brackets therefore close after seven of the antiderivative's eight terms, and the last `.fun_add` is left outside them. Lean reads `HasDerivAt.congr_deriv (…).fun_add (…)` as giving `congr_deriv` the bare function `(…).fun_add`, with the eighth term as a separate argument. Hence the type mismatch: the argument is a function still waiting for a derivative proof, where a finished `HasDerivAt` statement is expected.

The closing parenthesis after the eighth term then has no partner. Lean ends the theorem there and reports `unexpected token ')'; expected command`. The steps that evaluate the integral come after that point and are never read as part of the proof, so the main goal is reported as unsolved, with `key` among its hypotheses.

The diff adds the missing parenthesis at the front. The last `.fun_add` now takes the eighth term inside the brackets, `?_` becomes the next argument of `congr_deriv`, and the rest of the proof is read as intended.

After these edits no error is left:

```diff
@@ -42,5 +42,5 @@
     have hSC := hS.fun_mul hC
     refine HasDerivAt.congr_deriv
-      ((((((((hasDerivAt_id' φ).const_mul _).fun_add (hS.const_mul _)).fun_add
+      (((((((((hasDerivAt_id' φ).const_mul _).fun_add (hS.const_mul _)).fun_add
         (hC.const_mul _)).fun_add (hSC.const_mul _)).fun_add (hSS.const_mul _)).fun_add
         ((hSS.fun_mul hS).const_mul _)).fun_add ((hCC.fun_mul hC).const_mul _)).fun_add
```
